# A one-pole Padé fit to two exact Matsubara values can have an acausal pole

In units with \(\pi k_BT=1\), the two lowest positive fermionic Matsubara frequencies are \(1\) and \(3\). Take a Green function with two levels at \(\pm\sqrt6\), each of weight \(1/2\):

\[
G(z)=\frac12\left(\frac1{z-\sqrt6}+\frac1{z+\sqrt6}\right),\qquad G(i)=-\frac i7,\qquad G(3i)=-\frac i5 .
\]

The form \(a/(z-b)\) through these two values is \(-1/(z-8i)\). The data are exact and the poles of \(G\) are real, yet the fitted pole lies in the upper half-plane, where a retarded Green function must be analytic. With the levels at \(\pm1\) instead, the fit is \(\tfrac32/(z+2i)\), which is causal. What differs is the order of the data: the magnitude rises from \(1/7\) to \(1/5\) in the first case and falls from \(1/2\) to \(3/10\) in the second.

## The pole height and its sign

Let \(a/(z-b)\) take the nonzero values \(-iy_1,-iy_2\) at \(iw_1,iw_2\), with \(y_1,y_2\) real and \(w_1\ne w_2\). Then \(y_1\neq y_2\) and

\[
b=i\,\frac{w_1y_1-w_2y_2}{y_1-y_2},\qquad a=\frac{y_1y_2(w_2-w_1)}{y_1-y_2}.
\]

If \(y_1>y_2>0\), the pole is acausal exactly when \(w_1y_1>w_2y_2\). For \(0<w_1<w_2\), exact data from finitely many symmetric level pairs with nonnegative weights never satisfy that inequality.

## Where a continuation code meets this pole

A code that computes \(G\) at Matsubara frequencies often obtains real-frequency spectra from a Padé continued fraction. With two points the fraction is

\[
\frac{g_1}{1+g_2(z-iw_1)},\qquad g_1=-iy_1,\qquad g_2=\frac{y_1/y_2-1}{i(w_2-w_1)},
\]

and its pole \(iw_1-1/g_2\) is the \(b\) above. At the two lowest positive fermionic frequencies, \(\pi T\) and \(3\pi T\) (with \(\hbar=k_B=1\)), a single level pair \(\pm E\) gives an acausal pole once \(|E|>\sqrt3\,\pi T\).

The plotted spectrum need not reveal it. In the opening example, \(-\operatorname{Im}[-1/(\omega-8i)]/\pi\) is a positive Lorentzian of total weight one centred at zero, although the true levels are at \(\pm\sqrt6\).

## Derivation

Clearing the denominators gives

\[
a=w_1y_1+iy_1b,\qquad a=w_2y_2+iy_2b .
\]

Subtracting and multiplying by \(-i\) gives \(b(y_1-y_2)=i(w_1y_1-w_2y_2)\). If \(y_1=y_2\), the left side vanishes and the right side does not, so no fit exists. Otherwise \(b=ih\) with \(h=(w_1y_1-w_2y_2)/(y_1-y_2)\), and

\[
w_1-h=\frac{y_2(w_2-w_1)}{y_1-y_2},\qquad
w_2-h=\frac{y_1(w_2-w_1)}{y_1-y_2}.
\]

Neither distance is zero, so the pole misses both sample points, and \(a=y_1(w_1-h)=y_2(w_2-h)\) is the stated residue.

For \(y_1>y_2\) the sign of \(h\) is that of \(w_1y_1-w_2y_2\). Using this test without checking the order of the data can give the wrong answer: in the opening example \(w_1y_1=1/7<w_2y_2=3/5\), but the denominator is negative too, and the pole is at \(+8i\).

From here on let \(0<w_1<w_2\). For a pair \(\pm e_j\) of total weight \(c_j\ge0\) and a frequency \(w>0\),

\[
\frac{c_j}{2}\left(\frac1{iw-e_j}+\frac1{iw+e_j}\right)
=\frac{c_j\,iw}{-w^2-e_j^2}=-i\,\frac{c_jw}{w^2+e_j^2}.
\]

Summing over \(j\) gives \(G(iw)=-iy(w)\) with \(y(w)=\sum_j c_jw/(w^2+e_j^2)\). Each term of \(wy(w)\) is \(c_jw^2/(w^2+e_j^2)\), which does not decrease, because \(w_1^2(w_2^2+e_j^2)\le w_2^2(w_1^2+e_j^2)\) reduces to \(w_1^2e_j^2\le w_2^2e_j^2\). Hence \(w_1y(w_1)\le w_2y(w_2)\).

Suppose also that \(y(w_1)>y(w_2)\). If \(y(w_2)\le0\), then \(w_1y(w_1)>w_1y(w_2)\ge w_2y(w_2)\), a contradiction. So \(y(w_2)>0\), the sign criterion applies, and \(\operatorname{Im}b\le0\).

For one pair \(\pm E\) of weight \(c>0\), put \(D=(w_1^2+E^2)(w_2^2+E^2)\). Then

\[
y_1-y_2=\frac{c(w_2-w_1)(w_1w_2-E^2)}D,\qquad
w_1y_1-w_2y_2=-\frac{cE^2(w_2-w_1)(w_1+w_2)}D,
\]

so a fit requires \(E^2\ne w_1w_2\), and

\[
b=i\,\frac{E^2(w_1+w_2)}{E^2-w_1w_2},
\]

which is acausal exactly when \(E^2>w_1w_2\).

## The Lean file

```lean
import Mathlib

open Complex

namespace PadeCausality

noncomputable section

/-- The one-pole Padé form `a / (z - b)`, for `z ≠ b`. -/
def onePole (a b z : ℂ) : ℂ := a / (z - b)

/-- The one-pole form takes the values `-i y₁` and `-i y₂` at the imaginary
frequencies `i w₁` and `i w₂`. -/
def Interpolates (a b : ℂ) (w₁ w₂ y₁ y₂ : ℝ) : Prop :=
  onePole a b (I * w₁) = -I * y₁ ∧ onePole a b (I * w₂) = -I * y₂

/-- Height of the Padé pole on the imaginary axis, for `y₁ ≠ y₂`. -/
def poleHeight (w₁ w₂ y₁ y₂ : ℝ) : ℝ := (w₁ * y₁ - w₂ * y₂) / (y₁ - y₂)

/-- Residue of the Padé pole, for `y₁ ≠ y₂`. -/
def residue (w₁ w₂ y₁ y₂ : ℝ) : ℝ := y₁ * y₂ * (w₂ - w₁) / (y₁ - y₂)

/-- Particle-hole symmetric Green function with pairs of poles at `± e j`, each pair
of total weight `c j`, for `z` away from the poles. -/
def symGreen {ι : Type*} [Fintype ι] (c e : ι → ℝ) (z : ℂ) : ℂ :=
  ∑ j, (c j : ℂ) / 2 * (1 / (z - e j) + 1 / (z + e j))

/-- The imaginary-frequency data `y(w) = ∑ c_j w / (w² + e_j²)`, for `w ≠ 0`. -/
def matsubaraData {ι : Type*} [Fintype ι] (c e : ι → ℝ) (w : ℝ) : ℝ :=
  ∑ j, c j * w / (w ^ 2 + e j ^ 2)

/-- A one-pole form has the nonzero value `-i y` at `i w` exactly when its pole is not
at `i w` and the equation cleared of its denominator holds. -/
theorem onePole_eq_iff {a b : ℂ} {w y : ℝ} (hy : y ≠ 0) :
    onePole a b (I * w) = -I * y ↔ I * w - b ≠ 0 ∧ a = -I * y * (I * w - b) := by
  unfold onePole
  constructor
  · intro h
    have d : I * w - b ≠ 0 := by
      intro h0
      rw [h0, div_zero] at h
      have hyC : (y : ℂ) ≠ 0 := by exact_mod_cast hy
      exact mul_ne_zero (neg_ne_zero.mpr I_ne_zero) hyC h.symm
    exact ⟨d, (div_eq_iff d).mp h⟩
  · rintro ⟨d, h⟩
    exact (div_eq_iff d).mpr h

/-- For distinct frequencies and nonzero data, a one-pole form fits the two values
exactly when `y₁ ≠ y₂`, its residue is `residue` and its pole is `i` times `poleHeight`. -/
theorem interpolates_iff {a b : ℂ} {w₁ w₂ y₁ y₂ : ℝ} (hw : w₁ ≠ w₂)
    (h₁ : y₁ ≠ 0) (h₂ : y₂ ≠ 0) :
    Interpolates a b w₁ w₂ y₁ y₂ ↔
      y₁ ≠ y₂ ∧ a = (residue w₁ w₂ y₁ y₂ : ℂ) ∧ b = I * (poleHeight w₁ w₂ y₁ y₂ : ℂ) := by
  have hp : (poleHeight w₁ w₂ y₁ y₂ : ℂ) = ((w₁ : ℂ) * y₁ - w₂ * y₂) / (y₁ - y₂) := by
    simp only [poleHeight, ofReal_div, ofReal_sub, ofReal_mul]
  have hr : (residue w₁ w₂ y₁ y₂ : ℂ) = (y₁ : ℂ) * y₂ * (w₂ - w₁) / (y₁ - y₂) := by
    simp only [residue, ofReal_div, ofReal_sub, ofReal_mul]
  have c₁ : (y₁ : ℂ) ≠ 0 := by exact_mod_cast h₁
  have c₂ : (y₂ : ℂ) ≠ 0 := by exact_mod_cast h₂
  have cw : (w₂ : ℂ) - w₁ ≠ 0 := sub_ne_zero.mpr (by exact_mod_cast hw.symm)
  rw [hp, hr, Interpolates, onePole_eq_iff h₁, onePole_eq_iff h₂]
  constructor
  · rintro ⟨⟨-, a₁⟩, ⟨-, a₂⟩⟩
    -- eliminate the residue between the two conditions
    have key : b * ((y₁ : ℂ) - y₂) = I * ((w₁ : ℂ) * y₁ - w₂ * y₂) := by
      linear_combination (-I) * (a₂ - a₁)
        + (b * ((y₁ : ℂ) - y₂) - I * ((w₁ : ℂ) * y₁ - w₂ * y₂)) * I_sq
    have hne : y₁ ≠ y₂ := by
      intro h
      rw [h] at key
      have h0 : I * (((w₂ : ℂ) - w₁) * y₂) = 0 := by linear_combination key
      exact mul_ne_zero I_ne_zero (mul_ne_zero cw c₂) h0
    have hD : (y₁ : ℂ) - y₂ ≠ 0 := sub_ne_zero.mpr (by exact_mod_cast hne)
    refine ⟨hne, (eq_div_iff hD).mpr ?_, ?_⟩
    · linear_combination (y₁ : ℂ) * a₂ - (y₂ : ℂ) * a₁
        - ((y₁ : ℂ) * y₂ * (w₂ - w₁)) * I_sq
    · rw [← mul_div_assoc]
      exact (eq_div_iff hD).mpr key
  · rintro ⟨hne, ha, hb⟩
    have hD : (y₁ : ℂ) - y₂ ≠ 0 := sub_ne_zero.mpr (by exact_mod_cast hne)
    -- distances from the pole to the two sample points
    have t₁ : (w₁ : ℂ) - ((w₁ : ℂ) * y₁ - w₂ * y₂) / (y₁ - y₂)
        = y₂ * (w₂ - w₁) / (y₁ - y₂) := by
      rw [eq_div_iff hD, sub_mul, div_mul_cancel₀ _ hD]; ring
    have t₂ : (w₂ : ℂ) - ((w₁ : ℂ) * y₁ - w₂ * y₂) / (y₁ - y₂)
        = y₁ * (w₂ - w₁) / (y₁ - y₂) := by
      rw [eq_div_iff hD, sub_mul, div_mul_cancel₀ _ hD]; ring
    have s₁ : I * w₁ - b = I * (y₂ * (w₂ - w₁) / (y₁ - y₂)) := by
      rw [hb, ← mul_sub, t₁]
    have s₂ : I * w₂ - b = I * (y₁ * (w₂ - w₁) / (y₁ - y₂)) := by
      rw [hb, ← mul_sub, t₂]
    rw [s₁, s₂, ha]
    refine ⟨⟨mul_ne_zero I_ne_zero (div_ne_zero (mul_ne_zero c₂ cw) hD), ?_⟩,
      ⟨mul_ne_zero I_ne_zero (div_ne_zero (mul_ne_zero c₁ cw) hD), ?_⟩⟩
    · linear_combination ((y₁ : ℂ) * (y₂ * (w₂ - w₁) / (y₁ - y₂))) * I_sq
    · linear_combination ((y₂ : ℂ) * (y₁ * (w₂ - w₁) / (y₁ - y₂))) * I_sq

/-- For data `y₁ > y₂ > 0` at distinct frequencies, the fitted pole lies in the upper
half-plane exactly when `w₁ y₁ > w₂ y₂`. -/
theorem acausal_iff {a b : ℂ} {w₁ w₂ y₁ y₂ : ℝ} (hw : w₁ ≠ w₂) (h₂ : 0 < y₂)
    (hy : y₂ < y₁) (h : Interpolates a b w₁ w₂ y₁ y₂) :
    0 < b.im ↔ w₂ * y₂ < w₁ * y₁ := by
  obtain ⟨-, -, hb⟩ := (interpolates_iff hw (h₂.trans hy).ne' h₂.ne').mp h
  have him : b.im = poleHeight w₁ w₂ y₁ y₂ := by rw [hb]; simp
  rw [him, poleHeight, lt_div_iff₀ (sub_pos.mpr hy), zero_mul, sub_pos]

/-- At a positive imaginary frequency `i w` the particle-hole symmetric Green function
equals `-i y(w)`. -/
theorem symGreen_imag_axis {ι : Type*} [Fintype ι] (c e : ι → ℝ) {w : ℝ} (hw : 0 < w) :
    symGreen c e (I * w) = -I * (matsubaraData c e w : ℂ) := by
  unfold symGreen matsubaraData
  rw [ofReal_sum, Finset.mul_sum]
  refine Finset.sum_congr rfl fun j _ => ?_
  have n₁ : I * (w : ℂ) - e j ≠ 0 := by
    intro h
    have h' := congrArg Complex.im h
    exact hw.ne' (by simpa using h')
  have n₂ : I * (w : ℂ) + e j ≠ 0 := by
    intro h
    have h' := congrArg Complex.im h
    exact hw.ne' (by simpa using h')
  have hAB : (I * (w : ℂ) - e j) * (I * w + e j) = -((w : ℂ) ^ 2 + (e j : ℂ) ^ 2) := by
    linear_combination (w : ℂ) ^ 2 * I_sq
  rw [div_add_div _ _ n₁ n₂, hAB, div_neg]
  push_cast
  ring

/-- For nonnegative weights, `w y(w)` does not decrease with the positive frequency `w`. -/
theorem weighted_data_mono {ι : Type*} [Fintype ι] {c : ι → ℝ} (e : ι → ℝ)
    (hc : ∀ j, 0 ≤ c j) {w₁ w₂ : ℝ} (h₁ : 0 < w₁) (hw : w₁ ≤ w₂) :
    w₁ * matsubaraData c e w₁ ≤ w₂ * matsubaraData c e w₂ := by
  have h₂ : 0 < w₂ := h₁.trans_le hw
  unfold matsubaraData
  rw [Finset.mul_sum, Finset.mul_sum]
  refine Finset.sum_le_sum fun j _ => ?_
  have hsq : w₁ ^ 2 ≤ w₂ ^ 2 := by gcongr
  have hfrac : w₁ ^ 2 / (w₁ ^ 2 + e j ^ 2) ≤ w₂ ^ 2 / (w₂ ^ 2 + e j ^ 2) := by
    rw [div_le_div_iff₀ (by positivity) (by positivity)]
    nlinarith [mul_le_mul_of_nonneg_right hsq (sq_nonneg (e j))]
  calc w₁ * (c j * w₁ / (w₁ ^ 2 + e j ^ 2))
      = c j * (w₁ ^ 2 / (w₁ ^ 2 + e j ^ 2)) := by ring
    _ ≤ c j * (w₂ ^ 2 / (w₂ ^ 2 + e j ^ 2)) := mul_le_mul_of_nonneg_left hfrac (hc j)
    _ = w₂ * (c j * w₂ / (w₂ ^ 2 + e j ^ 2)) := by ring

/-- If a one-pole form matches a particle-hole symmetric Green function with nonnegative
weights at `i w₁` and `i w₂`, `0 < w₁ < w₂`, and the data satisfy `y(w₁) > y(w₂)`,
then its pole is not in the upper half-plane. -/
theorem exact_data_causal {ι : Type*} [Fintype ι] {c e : ι → ℝ} (hc : ∀ j, 0 ≤ c j)
    {a b : ℂ} {w₁ w₂ : ℝ} (h₁ : 0 < w₁) (hw : w₁ < w₂)
    (hy : matsubaraData c e w₂ < matsubaraData c e w₁)
    (g₁ : onePole a b (I * w₁) = symGreen c e (I * w₁))
    (g₂ : onePole a b (I * w₂) = symGreen c e (I * w₂)) :
    b.im ≤ 0 := by
  rw [symGreen_imag_axis c e h₁] at g₁
  rw [symGreen_imag_axis c e (h₁.trans hw)] at g₂
  have hm := weighted_data_mono e hc h₁ hw.le
  -- monotonicity also forces the smaller value to be positive
  have hpos : 0 < matsubaraData c e w₂ := by
    by_contra hn
    have hn' := not_lt.mp hn
    nlinarith [mul_lt_mul_of_pos_left hy h₁,
      mul_nonneg (sub_nonneg.mpr hw.le) (neg_nonneg.mpr hn')]
  exact not_lt.mp fun h =>
    not_lt_of_ge hm ((acausal_iff hw.ne hpos hy ⟨g₁, g₂⟩).mp h)

/-- For the exact Green function of one pair of levels `± E` with positive weight, sampled
at `0 < w₁ < w₂`, a fitted one-pole form requires `E² ≠ w₁ w₂`; its pole is
`i E² (w₁ + w₂) / (E² - w₁ w₂)`, in the upper half-plane exactly when `E² > w₁ w₂`. -/
theorem level_pair_pole {a b : ℂ} {c E w₁ w₂ : ℝ} (hc : 0 < c) (h₁ : 0 < w₁)
    (hw : w₁ < w₂)
    (g₁ : onePole a b (I * w₁) = symGreen (fun _ : Unit => c) (fun _ => E) (I * w₁))
    (g₂ : onePole a b (I * w₂) = symGreen (fun _ : Unit => c) (fun _ => E) (I * w₂)) :
    E ^ 2 ≠ w₁ * w₂ ∧
      b = I * ((E ^ 2 * (w₁ + w₂) / (E ^ 2 - w₁ * w₂) : ℝ) : ℂ) ∧
      (0 < b.im ↔ w₁ * w₂ < E ^ 2) := by
  have h₂ : 0 < w₂ := h₁.trans hw
  have hd : ∀ w : ℝ, matsubaraData (fun _ : Unit => c) (fun _ => E) w
      = c * w / (w ^ 2 + E ^ 2) := by
    intro w
    simp [matsubaraData]
  rw [symGreen_imag_axis _ _ h₁, hd] at g₁
  rw [symGreen_imag_axis _ _ h₂, hd] at g₂
  have p₁ : 0 < w₁ ^ 2 + E ^ 2 := by positivity
  have p₂ : 0 < w₂ ^ 2 + E ^ 2 := by positivity
  obtain ⟨hne, -, hb⟩ := (interpolates_iff hw.ne
    (div_pos (mul_pos hc h₁) p₁).ne' (div_pos (mul_pos hc h₂) p₂).ne').mp ⟨g₁, g₂⟩
  have hE : E ^ 2 ≠ w₁ * w₂ := by
    intro h
    apply hne
    rw [div_eq_div_iff p₁.ne' p₂.ne', h]
    ring
  have hh : poleHeight w₁ w₂ (c * w₁ / (w₁ ^ 2 + E ^ 2)) (c * w₂ / (w₂ ^ 2 + E ^ 2))
      = E ^ 2 * (w₁ + w₂) / (E ^ 2 - w₁ * w₂) := by
    rw [poleHeight, div_eq_div_iff (sub_ne_zero.mpr hne) (sub_ne_zero.mpr hE)]
    field_simp
    ring
  rw [hh] at hb
  have him : b.im = E ^ 2 * (w₁ + w₂) / (E ^ 2 - w₁ * w₂) := by
    rw [hb, I_mul_im, ofReal_re]
  refine ⟨hE, hb, ?_⟩
  rw [him]
  constructor
  · intro h
    by_contra hn
    have hle : E ^ 2 - w₁ * w₂ ≤ 0 := sub_nonpos.mpr (not_lt.mp hn)
    exact not_lt_of_ge (div_nonpos_of_nonneg_of_nonpos (by positivity) hle) h
  · intro h
    have hE2 : 0 < E ^ 2 := (mul_pos h₁ h₂).trans h
    exact div_pos (mul_pos hE2 (add_pos h₁ h₂)) (sub_pos.mpr h)

end

end PadeCausality
```

```lean
#print axioms PadeCausality.onePole_eq_iff
#print axioms PadeCausality.exact_data_causal
#print axioms PadeCausality.level_pair_pole
```

```
'PadeCausality.onePole_eq_iff' depends on axioms: [propext, Classical.choice, Quot.sound]
'PadeCausality.exact_data_causal' depends on axioms: [propext, Classical.choice, Quot.sound]
'PadeCausality.level_pair_pole' depends on axioms: [propext, Classical.choice, Quot.sound]
```

## Causality for decreasing data from symmetric levels

`Interpolates` states the two fit conditions, and `poleHeight` and `residue` are \(h\) and \(a\). In `symGreen`, the finite type `ι` labels the level pairs, `c j` is the total weight of a pair and `e j` its energy; `matsubaraData` is \(y(w)\). Lean's division makes `onePole` zero at its own pole, and the nonzero data rule that case out.

`interpolates_iff` is an equivalence, so it gives existence and uniqueness of the fit when \(y_1\ne y_2\). `acausal_iff` is the sign criterion. `exact_data_causal` assumes that a fit matches `symGreen` at both frequencies and that the data decrease; its conclusion `b.im ≤ 0` allows a pole on the real axis, as happens when every level is at zero. `level_pair_pole` treats one pair, indexed by `Unit`.

In the proofs, `onePole_eq_iff` clears a denominator. Inside `interpolates_iff`, `key` is the subtracted equation, and `t₁` and `t₂` are the distances from the pole to the sample points; `linear_combination` with `I_sq` supplies \(i^2=-1\). `symGreen_imag_axis` combines the two fractions of each pair, and `weighted_data_mono` compares the sums term by term through `Finset.sum_le_sum`. `exact_data_causal` derives positivity as `hpos` and then contradicts monotonicity through `acausal_iff`. `level_pair_pole` substitutes the data into `poleHeight` and simplifies with `field_simp` and `ring`.

For a simulation restricted to two positive frequencies and finitely many particle-hole symmetric level pairs with nonnegative weights, an acausal one-pole fit to decreasing positive data therefore shows that the data are not exact. With increasing data it shows no such thing. The theorems say nothing about Padé forms with more poles, least-squares fits, matrix-valued or asymmetric Green functions, or continuous spectra, and they give no bound on the error of the continued spectrum.
